# The probability within a sphere of radius R for the normalised radial orbital P(r) ∝ r^(l+1) exp(−ζr)

For a single electron in the normalised radial orbital P(r) ∝ r^(l+1) exp(−ζr), the probability of finding it within a distance R of the origin is the integral of P² from 0 to R. The theorem `sphereOccupation_eq` gives this integral in closed form as 1 − exp(−x) ∑ x^k/k!, with x = 2ζR and k running from 0 to 2l+2. It assumes ζ > 0 and allows any natural number l and any real R, though the reading as a probability needs R ≥ 0. The proof shows that P² is the derivative of −exp(−x) ∑ x^k/k!, with x now equal to 2ζr, and then applies the fundamental theorem of calculus.

In Lean, a first try:

```lean
import Mathlib

open Filter Topology Set

namespace SphereOccupationPotential

noncomputable section

/-- The radial orbital `P(r) ∝ r^(l+1) exp(-ζ r)`, with the prefactor that normalizes it when `ζ >
0`. -/
def radialOrbital (l : ℕ) (ζ r : ℝ) : ℝ :=
  Real.sqrt ((2 * ζ) ^ (2 * l + 3) / ((2 * l + 2).factorial : ℝ)) * r ^ (l + 1)
    * Real.exp (-ζ * r)

/-- The occupation of a sphere of radius `R`: the integral of `P²` from `0` to `R`. -/
def sphereOccupation (l : ℕ) (ζ R : ℝ) : ℝ :=
  ∫ r in (0 : ℝ)..R, radialOrbital l ζ r ^ 2

/-- The function `exp(-x) ∑_{k ≤ m} x^k / k!`. -/
def outerWeight (m : ℕ) (x : ℝ) : ℝ :=
  Real.exp (-x) * ∑ k ∈ Finset.range (m + 1), x ^ k / (k.factorial : ℝ)

/-- Raising the order by one adds one term to the outer weight. -/
theorem outerWeight_succ (m : ℕ) (x : ℝ) :
    outerWeight (m + 1) x =
      outerWeight m x + Real.exp (-x) * (x ^ (m + 1) / ((m + 1).factorial : ℝ)) := by
  unfold outerWeight
  rw [Finset.sum_range_succ _ (m + 1), mul_add]

/-- The outer weight equals one at the origin. -/
theorem outerWeight_zero (m : ℕ) : outerWeight m 0 = 1 := by
  simp [outerWeight, Finset.sum_range_succ']

/-- The derivative of the outer weight is the single term `-exp(-x) x^m / m!`. -/
theorem hasDerivAt_outerWeight (m : ℕ) (x : ℝ) :
    HasDerivAt (outerWeight m) (-(Real.exp (-x) * x ^ m / (m.factorial : ℝ))) x := by
  have h0 : HasDerivAt (fun y : ℝ => Real.exp (-y)) (-Real.exp (-x)) x :=
    ((hasDerivAt_id' x).fun_neg.exp).congr_deriv (by ring)
  induction m with
  | zero =>
    have e : outerWeight 0 = fun y : ℝ => Real.exp (-y) := by
      funext y
      simp [outerWeight]
    rw [e]
    exact h0.congr_deriv (by simp)
  | succ m ih =>
    have hp : HasDerivAt (fun y : ℝ => y ^ (m + 1) / ((m + 1).factorial : ℝ))
        (x ^ m / (m.factorial : ℝ)) x := by
      refine ((hasDerivAt_pow (m + 1) x).div_const _).congr_deriv ?_
      have h1 : (m.factorial : ℝ) ≠ 0 := by positivity
      have h2 : (m : ℝ) + 1 ≠ 0 := by positivity
      rw [Nat.factorial_succ, Nat.add_sub_cancel]
      push_cast
      field_simp
    -- the new term cancels the old derivative and leaves the next one
    rw [funext (outerWeight_succ m)]
    exact (ih.fun_add (h0.fun_mul hp)).congr_deriv (by ring)

/-- The sphere occupation is `1 - exp(-x) ∑_{k ≤ 2l+2} x^k / k!` with `x = 2ζR`. -/
theorem sphereOccupation_eq (l : ℕ) {ζ : ℝ} (hζ : 0 < ζ) (R : ℝ) :
    sphereOccupation l ζ R = 1 - outerWeight (2 * l + 2) (2 * ζ * R) := by
  -- the density P² is the derivative of minus the outer weight
  have key : ∀ r : ℝ, HasDerivAt (fun s : ℝ => -outerWeight (2 * l + 2) (2 * ζ * s))
      (radialOrbital l ζ r ^ 2) r := by
    intro r
    have hl : HasDerivAt (fun s : ℝ => 2 * ζ * s) (2 * ζ) r :=
      ((hasDerivAt_id' r).const_mul (2 * ζ)).congr_deriv (by ring)
    have hc : HasDerivAt (fun s : ℝ => outerWeight (2 * l + 2) (2 * ζ * s)) _ r :=
      (hasDerivAt_outerWeight (2 * l + 2) (2 * ζ * r)).comp r hl
    refine hc.fun_neg.congr_deriv ?_
    have he : Real.exp (-ζ * r) ^ 2 = Real.exp (-(2 * ζ * r)) := by
      rw [sq, ← Real.exp_add]
      congr 1
      ring
    rw [radialOrbital, mul_pow, mul_pow, Real.sq_sqrt (by positivity), he]
    ring
  have hcont : Continuous fun r : ℝ => radialOrbital l ζ r ^ 2 := by
    unfold radialOrbital
    fun_prop
  rw [sphereOccupation, intervalIntegral.integral_eq_sub_of_hasDerivAt
    (fun r _ => key r) (hcont.intervalIntegrable 0 R), mul_zero, outerWeight_zero]
  ring

end

end SphereOccupationPotential
```

Messages:

```
Main.lean:75:41: error: Tactic `rewrite` failed: Did not find an occurrence of the pattern
  √?m.287 ^ 2
in the target expression
  -(-(Real.exp (-(2 * ζ * r)) * (2 ^ (2 * l + 2) * ζ ^ (2 * l + 2) * r ^ (2 * l + 2)) / ↑(2 * l + 2).factorial) *
        (2 * ζ)) =
    (√((2 * ζ) ^ (2 * l + 3) / ↑(2 * l + 2).factorial) * r ^ (l + 1) * Real.exp (-ζ * r)) ^ 2

l : ℕ
ζ : ℝ
hζ : 0 < ζ
R r : ℝ
hl : HasDerivAt (fun s => 2 * ζ * s) (2 * ζ) r
hc :
  HasDerivAt (fun s => outerWeight (2 * l + 2) (2 * ζ * s))
    (-(Real.exp (-(2 * ζ * r)) * (2 * ζ * r) ^ (2 * l + 2) / ↑(2 * l + 2).factorial) * (2 * ζ)) r
he : Real.exp (-ζ * r) ^ 2 = Real.exp (-(2 * ζ * r))
⊢ -(-(Real.exp (-(2 * ζ * r)) * (2 ^ (2 * l + 2) * ζ ^ (2 * l + 2) * r ^ (2 * l + 2)) / ↑(2 * l + 2).factorial) *
        (2 * ζ)) =
    (√((2 * ζ) ^ (2 * l + 3) / ↑(2 * l + 2).factorial) * r ^ (l + 1) * Real.exp (-ζ * r)) ^ 2
```

The repair, with which the file compiles:

```diff
@@ -73,5 +73,5 @@
       congr 1
       ring
-    rw [radialOrbital, mul_pow, mul_pow, Real.sq_sqrt (by positivity), he]
+    rw [radialOrbital, mul_pow _ _ 2, mul_pow _ _ 2, Real.sq_sqrt (by positivity), he]
     ring
   have hcont : Continuous fun r : ℝ => radialOrbital l ζ r ^ 2 := by
```

Diagnosis. The error says that `Real.sq_sqrt` found no square root raised to the power 2. The two `mul_pow` rewrites before it were meant to split the square of the orbital, on the right of the equation. But a bare `mul_pow` fits a product raised to any power, and `rw` settles on the first match it finds. That was `(2 * ζ * r) ^ (2 * l + 2)` on the left, which came from the derivative of the outer weight. The first rewrite split off the power of `r` and the second separated `2` from `ζ`, as the goal in the message shows. The orbital's square was left whole, with the square root still inside it.

Writing `mul_pow _ _ 2` fixes the exponent at 2, so the power `2 * l + 2` no longer matches. The first rewrite now splits the exponential off the orbital's square, and the second separates the square root from the power of `r`. That produces the squared root which `Real.sq_sqrt` needs, and the squared exponential which `he` rewrites.
